# Higher pressure or stronger binding never lowers the desorption temperature of an ideal gas

Take an ideal gas whose heat capacity at constant pressure is a constant a per molecule, in units of the Boltzmann constant. With energies in the same units and measured from a gas molecule at rest in its ground state, its chemical potential at temperature T and pressure p is μ = −T ln(c Tᵃ/p), where c is a positive constant of the gas. A desorption temperature is here a positive T at which μ equals the energy −B of an adsorbate. The lemma `temp_le` takes two such states with p₁ ≤ p₂ and B₁ ≤ B₂, where a, c, p₁ and B₂ are positive, and states that T₁ ≤ T₂. It assumes that both desorption temperatures are given and does not claim that they exist.

The proof writes the condition as T(ln c + a ln T − ln p) = B and supposes that T₂ < T₁. Both factors on the left are then smaller in the second state. They are also positive there, because T₂ and B₂ are, so their product is smaller too. This gives B₂ < B₁, a contradiction.

Lean 4 with Mathlib refuses this proof:

```lean
import Mathlib

open Real Set

namespace TempLe

noncomputable section

/-- Chemical potential `μ = -T ln(c T^a / p)` of an ideal gas at pressure `p > 0` and
temperature `T > 0`, with `c > 0` and energies in units of the Boltzmann constant. -/
def gasChemicalPotential (a c p T : ℝ) : ℝ := -(T * log (c * T ^ a / p))

/-- `T` is a desorption temperature for binding energy `B`: it is positive, and the gas has
the same chemical potential as an adsorbate of energy `-B`. -/
def IsDesorptionTemp (a c p B T : ℝ) : Prop :=
  0 < T ∧ gasChemicalPotential a c p T = -B

/-- For positive `c` and `p`, the desorption condition with its logarithm expanded. -/
theorem isDesorptionTemp_iff {a c p B T : ℝ} (hc : 0 < c) (hp : 0 < p) :
    IsDesorptionTemp a c p B T ↔ 0 < T ∧ T * (log c + a * log T - log p) = B := by
  refine and_congr_right fun hT => ?_
  have hTa : 0 < T ^ a := rpow_pos_of_pos hT a
  rw [gasChemicalPotential, log_div (mul_pos hc hTa).ne' hp.ne',
    log_mul hc.ne' hTa.ne', log_rpow hT, neg_inj]

/-- Raising the pressure, the binding energy or both never lowers the desorption
temperature, for positive `a`, `c`, pressures and final binding energy. -/
theorem temp_le {a c p₁ p₂ B₁ B₂ T₁ T₂ : ℝ} (ha : 0 < a) (hc : 0 < c) (hp₁ : 0 < p₁)
    (hB₂ : 0 < B₂) (hp : p₁ ≤ p₂) (hB : B₁ ≤ B₂) (h₁ : IsDesorptionTemp a c p₁ B₁ T₁)
    (h₂ : IsDesorptionTemp a c p₂ B₂ T₂) : T₁ ≤ T₂ := by
  obtain ⟨hT₁, e₁⟩ := (isDesorptionTemp_iff hc hp₁).1 h₁
  obtain ⟨hT₂, e₂⟩ := (isDesorptionTemp_iff hc (hp₁.trans_le hp)).1 h₂
  by_contra hlt
  have hlt' : T₂ < T₁ := not_le.1 hlt
  have hlogT := mul_lt_mul_of_pos_left (log_lt_log hT₂ hlt') ha
  have hlogp := log_le_log hp₁ hp
  have hpos : 0 < log c + a * log T₂ - log p₂ :=
    pos_of_mul_pos_of_pos_left (by rw [e₂]; exact hB₂) hT₂.le
  -- both factors of the condition would be smaller in the second state
  have hprod := mul_lt_mul'' hlt'
    (show log c + a * log T₂ - log p₂ < log c + a * log T₁ - log p₁ by linarith)
    hT₂.le hpos.le
  linarith

end

end TempLe
```

The error:

```
Main.lean:38:4: error(lean.unknownIdentifier): Unknown identifier `pos_of_mul_pos_of_pos_left`
```

After these edits no error is left:

```diff
@@ -36,5 +36,5 @@
   have hlogp := log_le_log hp₁ hp
   have hpos : 0 < log c + a * log T₂ - log p₂ :=
-    pos_of_mul_pos_of_pos_left (by rw [e₂]; exact hB₂) hT₂.le
+    (mul_pos_iff_of_pos_left hT₂).1 (by rw [e₂]; exact hB₂)
   -- both factors of the condition would be smaller in the second state
   have hprod := mul_lt_mul'' hlt'
```

What went wrong. The message says that Lean knows no declaration called `pos_of_mul_pos_of_pos_left`. The proof uses that name for the step `hpos`, which says that the bracket `log c + a * log T₂ - log p₂` is positive. The step itself is sound: T₂ times the bracket equals B₂, which is positive, and T₂ is positive, so the bracket is positive too. Only the lemma cited for it is missing.

The repair uses `mul_pos_iff_of_pos_left`, which says that when the left factor of a product is positive, the product is positive exactly when the right factor is. It takes the strict inequality `hT₂` where the failed call passed the weaker `hT₂.le`, and `.1` selects the direction from the product to the bracket. What remains to be shown is that the product is positive, and the old argument `by rw [e₂]; exact hB₂` does this unchanged, by rewriting the product to `B₂`.
